# The lesser function drops out of a conserved current through a proportionately coupled impurity

## Can the spectral function alone give the current?

An interacting quantum dot sits between two leads, left and right, held at different occupations. The current from each lead depends on the dot's spectral function and also on its lesser Green function, which records how the dot's states are filled and is hard to obtain out of equilibrium. I have read that the lesser function disappears from the current if the two coupling matrices are proportional, with the same ratio at all energies, and the current is conserved. I would like to see this made rigorous and machine-checked, including what happens when the couplings aren't proportional.

## Subtracting $c$ times the right current

Let $\omega$ run over a finite energy grid. Write $L(\omega)$ and $R(\omega)$ for the broadening matrices of the leads, $f_L$ and $f_R$ for their occupations, $A=i(G^r-G^a)$ for the spectral function, with $G^r$ and $G^a$ the retarded and advanced Green functions, and $X=iG^<$ for $i$ times the lesser Green function. For leads without interactions, the particle currents into the dot are, up to a common prefactor,

$$I_L=\sum_\omega \mathrm{tr}\,[L(f_LA+X)],\qquad I_R=\sum_\omega \mathrm{tr}\,[R(f_RA+X)].$$

Suppose $L(\omega)=c\,R(\omega)$ with one constant $c>0$. Then

$$I_L-cI_R=c\sum_\omega\big[f_L\,\mathrm{tr}(RA)+\mathrm{tr}(RX)-f_R\,\mathrm{tr}(RA)-\mathrm{tr}(RX)\big]=cB,$$

where $B=\sum_\omega(f_L-f_R)\,\mathrm{tr}(RA)$. Conservation has not been used yet. If $I_L+I_R=0$, adding $c(I_L+I_R)=0$ gives $(1+c)I_L=cB$, so

$$I_L=\frac{c}{1+c}\sum_\omega (f_L-f_R)\,\mathrm{tr}(RA).$$

Conversely, subtracting $I_L-cI_R=cB$ from $(1+c)I_L=cB$ leaves $c(I_L+I_R)=0$, and $c\neq0$ gives conservation.

Let the current be conserved. Equal occupations then make $B$, and hence the current, vanish. If $R=V^\dagger V$ with tunnelling amplitudes $V$, and $A$ is positive semidefinite, then $\mathrm{tr}(RA)=\mathrm{tr}(VAV^\dagger)\ge0$, so $f_L\ge f_R$ at every energy implies $I_L\ge0$.

Conservation can be met for any $R$ and $A$. With $\bar f=(cf_L+f_R)/(1+c)$ and $X=-\bar fA$, the two currents add at each energy to $[cf_L+f_R-(1+c)\bar f]\,\mathrm{tr}(RA)=0$.

Now couple each lead to its own orbital, at a single energy, with $f_L=1$, $f_R=0$, $A=1$ and $X=\mathrm{diag}(x,y)$. Then $I_L=1+x$ and $I_R=y$. Both $(x,y)=(-1,0)$ and $(-\tfrac12,-\tfrac12)$ conserve the current, but $I_L$ is $0$ in the first case and $\tfrac12$ in the second. Here $A$ and the occupations do not fix the current. The matrices are chosen to test the algebra; no Hamiltonian producing them is constructed.

```lean
import Mathlib

open Matrix
open scoped ComplexOrder

namespace ProportionateCoupling

noncomputable section

variable {Ω n k : Type*} [Fintype Ω] [Fintype n] [Fintype k]

/-- Current from a lead with broadening `Γ` and occupation `f` into the impurity, summed over
the energy grid; `A` is the spectral function and `X` is `i` times the lesser Green function. -/
def leadCurrent (Γ : Ω → Matrix n n ℂ) (f : Ω → ℝ) (A X : Ω → Matrix n n ℂ) : ℂ :=
  ∑ ω, trace (Γ ω * ((f ω : ℂ) • A ω + X ω))

/-- The spectral function weighted with the broadening `R` and with the difference of the
two lead occupations, summed over the energy grid. -/
def biasWindow (R : Ω → Matrix n n ℂ) (fL fR : Ω → ℝ) (A : Ω → Matrix n n ℂ) : ℂ :=
  ∑ ω, ((fL ω : ℂ) - (fR ω : ℂ)) * trace (R ω * A ω)

/-- The mean of the two lead occupations, weighted with the coupling strengths `c` and `1`. -/
def meanOccupation (c : ℝ) (fL fR : Ω → ℝ) (ω : Ω) : ℝ :=
  (c * fL ω + fR ω) / (1 + c)

/-- For proportionate coupling the combination `I_L - c I_R` does not contain the lesser
function, whether or not the current is conserved. -/
theorem current_combination (c : ℝ) (L R A X : Ω → Matrix n n ℂ) (fL fR : Ω → ℝ)
    (hL : ∀ ω, L ω = (c : ℂ) • R ω) :
    leadCurrent L fL A X - c * leadCurrent R fR A X = c * biasWindow R fL fR A := by
  unfold leadCurrent biasWindow
  simp only [Finset.mul_sum]
  rw [← Finset.sum_sub_distrib]
  apply Finset.sum_congr rfl
  intro ω _
  -- at each energy the two traces with `X` cancel
  rw [hL ω]
  simp only [Matrix.mul_add, Matrix.smul_mul, Matrix.mul_smul, Matrix.trace_add,
    Matrix.trace_smul, smul_eq_mul]
  ring

/-- For proportionate coupling and a conserved current, the current from the left lead is fixed by
the couplings, the spectral function and the two lead occupations. -/
theorem current_of_conservation {c : ℝ} (hc : 0 < c) (L R A X : Ω → Matrix n n ℂ)
    (fL fR : Ω → ℝ) (hL : ∀ ω, L ω = (c : ℂ) • R ω)
    (hcons : leadCurrent L fL A X + leadCurrent R fR A X = 0) :
    leadCurrent L fL A X = (c : ℂ) / (1 + c) * biasWindow R fL fR A := by
  have h := current_combination c L R A X fL fR hL
  have hc1 : (1 + (c : ℂ)) ≠ 0 := by
    exact_mod_cast (by linarith : (0 : ℝ) < 1 + c).ne'
  rw [div_mul_eq_mul_div, eq_div_iff hc1]
  -- conservation replaces `I_R` by `-I_L`
  linear_combination h + (c : ℂ) * hcons

/-- Conversely, for proportionate coupling, if the left current is given by the formula without the
lesser function, then the currents from the two leads add up to zero. -/
theorem conservation_of_current {c : ℝ} (hc : 0 < c) (L R A X : Ω → Matrix n n ℂ)
    (fL fR : Ω → ℝ) (hL : ∀ ω, L ω = (c : ℂ) • R ω)
    (hI : leadCurrent L fL A X = (c : ℂ) / (1 + c) * biasWindow R fL fR A) :
    leadCurrent L fL A X + leadCurrent R fR A X = 0 := by
  have h := current_combination c L R A X fL fR hL
  have hc0 : (c : ℂ) ≠ 0 := by exact_mod_cast hc.ne'
  have hc1 : (1 + (c : ℂ)) ≠ 0 := by
    exact_mod_cast (by linarith : (0 : ℝ) < 1 + c).ne'
  rw [div_mul_eq_mul_div, eq_div_iff hc1] at hI
  apply mul_left_cancel₀ hc0
  linear_combination hI - h

/-- For proportionate coupling, the current is conserved when the impurity states are filled with
the coupling-weighted mean of the two lead occupations. -/
theorem conservation_witness {c : ℝ} (hc : 0 < c) (R A : Ω → Matrix n n ℂ) (fL fR : Ω → ℝ) :
    leadCurrent (fun ω => (c : ℂ) • R ω) fL A
        (fun ω => (-(meanOccupation c fL fR ω : ℂ)) • A ω)
      + leadCurrent R fR A (fun ω => (-(meanOccupation c fL fR ω : ℂ)) • A ω) = 0 := by
  have hc1 : (1 + (c : ℂ)) ≠ 0 := by
    exact_mod_cast (by linarith : (0 : ℝ) < 1 + c).ne'
  unfold leadCurrent
  rw [← Finset.sum_add_distrib]
  apply Finset.sum_eq_zero
  intro ω _
  have hq : (meanOccupation c fL fR ω : ℂ) * (1 + c) = c * fL ω + fR ω := by
    unfold meanOccupation
    push_cast
    rw [div_mul_cancel₀ _ hc1]
  simp only [Matrix.mul_add, Matrix.smul_mul, Matrix.mul_smul, Matrix.trace_add,
    Matrix.trace_smul, smul_eq_mul]
  linear_combination (-trace (R ω * A ω)) * hq

/-- With equal occupations in both leads, a conserved current through a proportionately
coupled impurity vanishes. -/
theorem current_zero_of_equal_occupations {c : ℝ} (hc : 0 < c) (L R A X : Ω → Matrix n n ℂ)
    (f : Ω → ℝ) (hL : ∀ ω, L ω = (c : ℂ) • R ω)
    (hcons : leadCurrent L f A X + leadCurrent R f A X = 0) :
    leadCurrent L f A X = 0 := by
  rw [current_of_conservation hc L R A X f f hL hcons]
  simp [biasWindow]

/-- Let the right broadening be `V†V` with tunnelling amplitudes `V`, let the left broadening be `c
> 0` times the right one, and let the spectral function be positive semidefinite. If the left lead
is at least as occupied as the right one at every energy, the conserved current from the left lead
is real and nonnegative. -/
theorem current_nonneg {c : ℝ} (hc : 0 < c) (V : Ω → Matrix k n ℂ)
    (L A X : Ω → Matrix n n ℂ) (fL fR : Ω → ℝ)
    (hL : ∀ ω, L ω = (c : ℂ) • ((V ω)ᴴ * V ω)) (hA : ∀ ω, (A ω).PosSemidef)
    (hf : ∀ ω, fR ω ≤ fL ω)
    (hcons : leadCurrent L fL A X + leadCurrent (fun ω => (V ω)ᴴ * V ω) fR A X = 0) :
    0 ≤ leadCurrent L fL A X := by
  rw [current_of_conservation hc L (fun ω => (V ω)ᴴ * V ω) A X fL fR hL hcons]
  have hcast : (c : ℂ) / (1 + c) = ((c / (1 + c) : ℝ) : ℂ) := by simp
  rw [hcast]
  apply mul_nonneg
  · exact Complex.zero_le_real.mpr (by positivity)
  · unfold biasWindow
    apply Finset.sum_nonneg
    intro ω _
    apply mul_nonneg
    · rw [← Complex.ofReal_sub]
      exact Complex.zero_le_real.mpr (sub_nonneg.mpr (hf ω))
    · -- cyclicity turns the trace into that of the positive matrix `V A V†`
      have ht : trace ((V ω)ᴴ * V ω * A ω) = trace (V ω * A ω * (V ω)ᴴ) := by
        rw [Matrix.mul_assoc, Matrix.trace_mul_comm]
      rw [ht]
      exact ((hA ω).mul_mul_conjTranspose_same (V ω)).trace_nonneg

/-- Broadening by a lead that couples only to the first of two orbitals, at a single energy. -/
def firstOrbital : Unit → Matrix (Fin 2) (Fin 2) ℂ := fun _ => !![1, 0; 0, 0]

/-- Broadening by a lead that couples only to the second of two orbitals, at a single energy. -/
def secondOrbital : Unit → Matrix (Fin 2) (Fin 2) ℂ := fun _ => !![0, 0; 0, 1]

/-- The current into a two-orbital impurity with a filled left and an empty right lead, each
coupled to its own orbital, for unit spectral function and diagonal `X` with entries `x`, `y`. -/
theorem separate_orbital_currents (x y : ℂ) :
    leadCurrent firstOrbital (fun _ => 1) (fun _ => !![1, 0; 0, 1]) (fun _ => !![x, 0; 0, y])
        = 1 + x ∧
      leadCurrent secondOrbital (fun _ => 0) (fun _ => !![1, 0; 0, 1])
        (fun _ => !![x, 0; 0, y]) = y := by
  constructor <;>
    simp [leadCurrent, firstOrbital, secondOrbital, Matrix.trace_fin_two]

/-- Without proportionate coupling the lesser function can matter: here two choices of `X` both
conserve the current for the same spectral function and occupations, but give left currents 0 and
1/2. -/
theorem proportionality_needed :
    let A : Unit → Matrix (Fin 2) (Fin 2) ℂ := fun _ => !![1, 0; 0, 1]
    let X : Unit → Matrix (Fin 2) (Fin 2) ℂ := fun _ => !![-1, 0; 0, 0]
    let Y : Unit → Matrix (Fin 2) (Fin 2) ℂ := fun _ => !![-1 / 2, 0; 0, -1 / 2]
    leadCurrent firstOrbital (fun _ => 1) A X + leadCurrent secondOrbital (fun _ => 0) A X = 0 ∧
    leadCurrent firstOrbital (fun _ => 1) A Y + leadCurrent secondOrbital (fun _ => 0) A Y = 0 ∧
    leadCurrent firstOrbital (fun _ => 1) A X = 0 ∧
    leadCurrent firstOrbital (fun _ => 1) A Y = 1 / 2 := by
  intro A X Y
  obtain ⟨h1, h2⟩ := separate_orbital_currents (-1) 0
  obtain ⟨h3, h4⟩ := separate_orbital_currents (-1 / 2) (-1 / 2)
  refine ⟨?_, ?_, ?_, ?_⟩
  · linear_combination h1 + h2
  · linear_combination h3 + h4
  · linear_combination h1
  · linear_combination h3

end

end ProportionateCoupling
```

```lean
#print axioms ProportionateCoupling.conservation_of_current
-- 'ProportionateCoupling.conservation_of_current' depends on axioms: [propext, Classical.choice, Quot.sound]
#print axioms ProportionateCoupling.current_zero_of_equal_occupations
-- 'ProportionateCoupling.current_zero_of_equal_occupations' depends on axioms: [propext, Classical.choice, Quot.sound]
#print axioms ProportionateCoupling.current_nonneg
-- 'ProportionateCoupling.current_nonneg' depends on axioms: [propext, Classical.choice, Quot.sound]
#print axioms ProportionateCoupling.proportionality_needed
-- 'ProportionateCoupling.proportionality_needed' depends on axioms: [propext, Classical.choice, Quot.sound]
```

## What the Lean objects stand for

`Ω` is the energy grid and `n` labels the dot orbitals; `k` labels the lead channels in `V`, whose amplitudes include the square root of $2\pi$ times the lead density of states. `leadCurrent` is the current expression above, `biasWindow` is $B$, and `meanOccupation` is $\bar f$. Quadrature weights and common prefactors can be absorbed into both broadenings without changing $c$.

The main theorem, `current_of_conservation`, assumes `hL`, proportionality with an energy-independent $c$, and `hcons`, which expresses that the charge on the dot is constant in a steady state. Only the summed currents must balance, so inelastic processes may move electrons between energies.

`A` and `X` are arbitrary complex matrices. The Meir–Wingreen current expression is therefore the starting definition; its derivation from a Hamiltonian, the Keldysh equations and the continuous energy integral are not treated. For a finite grid, proportionate coupling and a conserved current, the result lets a transport calculation use an impurity solver's spectral function without its lesser function, though $A$ must still be the one at the applied bias.

## How the proof follows the algebra

`current_combination` expands the traces by linearity, and `ring` cancels the two terms with `X` at each energy. `current_of_conservation` clears the denominator $1+c$, and `conservation_of_current` runs the argument backwards, cancelling the factor $c$.

The device that carries the elimination is `linear_combination`. In `linear_combination h + (c : ℂ) * hcons`, `h` is $I_L-cI_R=cB$ and `hcons` is $I_L+I_R=0$. The tactic forms this weighted sum of equations and asks `ring` to confirm that it agrees with the goal $I_L(1+c)=cB$. The coefficients are thus the multipliers chosen by hand.

`conservation_witness` uses the same tactic at each energy. In `current_nonneg`, `Matrix.trace_mul_comm` supplies the cyclic step to $VAV^\dagger$; the conclusion `0 ≤` for a complex number means real and nonnegative. `separate_orbital_currents` computes $1+x$ and $y$, and `proportionality_needed` inserts the two choices.
